# For spins 1/2, scalar couplings do not change the traces of $F_-[H,F_+]$ and $[H,F_+]^\dagger[H,F_+]$

In the NMR spectrum of a strongly coupled spin system, the couplings can shift lines and redistribute intensity, so a single line need not sit at the frequency of a single spin. What do averages over the whole spectrum still say about those frequencies?

Let $H|a\rangle=E_a|a\rangle$ for an orthonormal eigenbasis of the spin Hamiltonian $H$, with $\hbar=1$, and let $F_+$ be the sum of the raising operators of all spins. In the high-temperature limit, for nuclei of one isotope, all excited and detected equally, each pair of eigenstates $a,b$ contributes at the frequency $E_a-E_b$ an intensity proportional to $|\langle a|F_+|b\rangle|^2$. With $F_-=F_+^\dagger$ and $C=[H,F_+]$, the intensity-weighted means of the line frequency and of its square are

$$\frac{\operatorname{tr}(F_-C)}{\operatorname{tr}(F_-F_+)},\qquad \frac{\operatorname{tr}(C^\dagger C)}{\operatorname{tr}(F_-F_+)}.$$

This spectral reading motivates the two ratios; the theorems concern the traces themselves.

## Spins, operators and Hamiltonian

In Lean 4 with Mathlib:

```lean
import Mathlib

open Matrix

namespace CoupledSpinMoments

noncomputable section
```

One spin has $2\times2$ complex matrices as operators. For $n$ spins, a basis state is a configuration `Fin n → Fin 2`, where 0 means $m=+\tfrac12$ and 1 means $m=-\tfrac12$.

```lean
/-- Operators of a single spin 1/2. -/
abbrev Spin := Matrix (Fin 2) (Fin 2) ℂ

/-- Operators of `n` spins 1/2, as matrices in the product basis. -/
abbrev Op (n : ℕ) := Matrix (Fin n → Fin 2) (Fin n → Fin 2) ℂ
```

The one-spin operators are $I_x$, $I_y$, $I_z$ and $I_+=I_x+iI_y$.

```lean
/-- The one-spin operator `I_x`. -/
def sx : Spin := !![0, 1 / 2; 1 / 2, 0]

/-- The one-spin operator `I_y`. -/
def sy : Spin := !![0, -(Complex.I / 2); Complex.I / 2, 0]

/-- The one-spin operator `I_z`. -/
def sz : Spin := !![1 / 2, 0; 0, -(1 / 2)]

/-- The one-spin raising operator `I₊`. -/
def sPlus : Spin := !![0, 1; 0, 0]
```

A tensor product has matrix elements $\prod_k (A_k)_{s_kt_k}$. Placing $A$ on spin $i$ puts the identity on every other spin, and is linear in $A$.

```lean
variable {n : ℕ}

/-- The tensor product of one operator for each spin. -/
def tensor (A : Fin n → Spin) : Op n := Matrix.of fun s t => ∏ k, A k (s k) (t k)

/-- A one-spin operator acting on spin `i`, with the identity on all other spins. -/
def onSite (i : Fin n) : Spin →ₗ[ℂ] Op n where
  toFun A := Matrix.of fun s t =>
    A (s i) (t i) * ∏ k ∈ Finset.univ.erase i, (1 : Spin) (s k) (t k)
  map_add' A B := by
    ext s t
    simp only [Matrix.of_apply, Matrix.add_apply]
    ring
  map_smul' c A := by
    ext s t
    simp only [Matrix.of_apply, Matrix.smul_apply, smul_eq_mul, RingHom.id_apply]
    ring
```

The total raising operator is $F_+=\sum_i I_{i+}$. Its weighted form $\sum_i a_iI_{i+}$ will describe $C$.

```lean
/-- The total raising operator `F₊`, the sum of the raising operators of all spins. -/
def totalPlus (n : ℕ) : Op n := ∑ i, onSite i sPlus

/-- The sum of the raising operators of the spins with real weights `a i`. -/
def weightedPlus (a : Fin n → ℝ) : Op n := ∑ i, (a i : ℂ) • onSite i sPlus
```

The Hamiltonian, with real $v_i$ and $J_{ij}$ in angular-frequency units, is

$$H=\sum_i v_iI_{iz}+\sum_{i<j}J_{ij}\,\mathbf I_i\cdot\mathbf I_j .$$

Only the entries `J i j` with $i<j$ enter. The couplings are isotropic; dipolar couplings and relaxation are absent.

```lean
/-- The scalar product `I_i · I_j` of two spin vectors. -/
def spinDot (i j : Fin n) : Op n :=
  onSite i sx * onSite j sx + onSite i sy * onSite j sy + onSite i sz * onSite j sz

/-- The Hamiltonian with frequencies `v i` and scalar couplings `J i j` for `i < j`. -/
def hamiltonian (v : Fin n → ℝ) (J : Fin n → Fin n → ℝ) : Op n :=
  (∑ i, (v i : ℂ) • onSite i sz) + ∑ i, ∑ j ∈ Finset.Ioi i, (J i j : ℂ) • spinDot i j

/-- The commutator of two operators. -/
def comm (A B : Op n) : Op n := A * B - B * A
```

## Commutators reduce to one spin

In a product of two tensor products, the sum over intermediate configurations factorises:

$$\sum_u\prod_k (A_k)_{s_ku_k}(B_k)_{u_kt_k}=\prod_k(A_kB_k)_{s_kt_k}.$$

```lean
/-- Tensor products of operators multiply spin by spin. -/
theorem tensor_mul (A B : Fin n → Spin) :
    tensor A * tensor B = tensor (fun k => A k * B k) := by
  ext s t
  simp only [tensor, Matrix.mul_apply, Matrix.of_apply, ← Finset.prod_mul_distrib]
  rw [Finset.prod_univ_sum, Fintype.piFinset_univ]
```

A one-site operator is such a product, with $A$ in position $i$ and identities elsewhere.

```lean
/-- An operator on spin `i` is the tensor product with identities on the other spins. -/
theorem onSite_eq_tensor (i : Fin n) (A : Spin) :
    onSite i A = tensor (fun k => if k = i then A else 1) := by
  ext s t
  change A (s i) (t i) * ∏ k ∈ Finset.univ.erase i, (1 : Spin) (s k) (t k)
    = ∏ k, (if k = i then A else 1) (s k) (t k)
  rw [← Finset.mul_prod_erase Finset.univ _ (Finset.mem_univ i), if_pos rfl]
  refine congrArg (A (s i) (t i) * ·) (Finset.prod_congr rfl fun k hk => ?_)
  rw [if_neg (Finset.ne_of_mem_erase hk)]
```

From here on, $A_i$ denotes the one-spin operator $A$ placed on spin $i$. Multiplying position by position gives $A_iB_i=(AB)_i$ on one spin, and $A_iB_j=B_jA_i$ for $i\ne j$.

```lean
/-- Operators on the same spin multiply as one-spin operators. -/
theorem onSite_mul (i : Fin n) (A B : Spin) :
    onSite i A * onSite i B = onSite i (A * B) := by
  simp only [onSite_eq_tensor, tensor_mul]
  refine congrArg tensor (funext fun k => ?_)
  by_cases h : k = i <;> simp [h]

/-- Operators on different spins commute. -/
theorem onSite_comm {i j : Fin n} (hij : i ≠ j) (A B : Spin) :
    onSite i A * onSite j B = onSite j B * onSite i A := by
  simp only [onSite_eq_tensor, tensor_mul]
  refine congrArg tensor (funext fun k => ?_)
  by_cases h : k = i
  · simp [h, hij]
  · simp [h]
```

In $[A_i,F_+]=\sum_k[A_i,I_{k+}]$ only $k=i$ survives, so $[A_i,F_+]=([A,I_+])_i$.

```lean
/-- The commutator of an operator on spin `i` with `F₊` is the one-spin commutator
with `I₊`, acting on spin `i`. -/
theorem comm_onSite_totalPlus (i : Fin n) (A : Spin) :
    onSite i A * totalPlus n - totalPlus n * onSite i A
      = onSite i (A * sPlus - sPlus * A) := by
  rw [totalPlus, Finset.mul_sum, Finset.sum_mul, ← Finset.sum_sub_distrib,
    Finset.sum_eq_single i]
  · rw [onSite_mul, onSite_mul, map_sub]
  · intro k _ hk
    rw [onSite_comm hk.symm, sub_self]
  · intro h
    exact absurd (Finset.mem_univ i) h
```

## The couplings drop out

The one-spin commutators are

$$[I_x,I_+]=-I_z,\quad [I_y,I_+]=-iI_z,\quad [I_z,I_+]=I_x+iI_y=I_+.$$

The product rule $[ab,F]=a[b,F]+[a,F]b$ then gives

$$\begin{aligned}[\mathbf I_i\cdot\mathbf I_j,F_+]={}&-I_{ix}I_{jz}-I_{iz}I_{jx}-iI_{iy}I_{jz}-iI_{iz}I_{jy}\\&+I_{iz}(I_{jx}+iI_{jy})+(I_{ix}+iI_{iy})I_{jz}=0.\end{aligned}$$

The proof checks the one-spin identities entry by entry, applies the product rule as `key`, and leaves the cancellation to `module`.

```lean
/-- The scalar product of two spins commutes with the total raising operator. -/
theorem spinDot_comm_totalPlus (i j : Fin n) :
    spinDot i j * totalPlus n = totalPlus n * spinDot i j := by
  have ex : sx * sPlus - sPlus * sx = -sz := by
    ext a b
    fin_cases a <;> fin_cases b <;> simp [sx, sz, sPlus]
  have ey : sy * sPlus - sPlus * sy = -(Complex.I • sz) := by
    ext a b
    fin_cases a <;> fin_cases b <;>
      simp [sy, sz, sPlus] <;> ring
  have ez : sz * sPlus - sPlus * sz = sx + Complex.I • sy := by
    ext a b
    fin_cases a <;> fin_cases b <;>
      simp [sx, sy, sz, sPlus] <;>
      first
        | linear_combination (1 / 2 : ℂ) * Complex.I_mul_I
        | linear_combination (-1 / 2 : ℂ) * Complex.I_mul_I
  have ep : sx + Complex.I • sy = sPlus := by
    ext a b
    fin_cases a <;> fin_cases b <;>
      simp [sx, sy, sPlus] <;>
      first
        | linear_combination (1 / 2 : ℂ) * Complex.I_mul_I
        | linear_combination (-1 / 2 : ℂ) * Complex.I_mul_I
  have hx (k : Fin n) := comm_onSite_totalPlus k sx
  have hy (k : Fin n) := comm_onSite_totalPlus k sy
  have hz (k : Fin n) := comm_onSite_totalPlus k sz
  -- product rule for the commutator
  have key (a b F : Op n) :
      a * b * F - F * (a * b) = a * (b * F - F * b) + (a * F - F * a) * b := by
    noncomm_ring
  rw [← sub_eq_zero, spinDot, add_mul, add_mul, mul_add, mul_add, add_sub_add_comm,
    add_sub_add_comm, key, key, key]
  simp only [hx, hy, hz, ex, ey, ez, map_neg, map_add, map_smul]
  simp only [mul_neg, neg_mul, mul_add, add_mul, Matrix.mul_smul, Matrix.smul_mul]
  module
```

Only the Zeeman part of $H$ contributes, and $[I_{iz},F_+]=I_{i+}$, so

$$C=\sum_i v_iI_{i+}.$$

```lean
/-- The commutator of the Hamiltonian with `F₊` is the sum of the raising operators
weighted by the frequencies, for all couplings. -/
theorem comm_hamiltonian_totalPlus (v : Fin n → ℝ) (J : Fin n → Fin n → ℝ) :
    comm (hamiltonian v J) (totalPlus n) = ∑ i, (v i : ℂ) • onSite i sPlus := by
  have ez : sz * sPlus - sPlus * sz = sPlus := by
    ext a b
    fin_cases a <;> fin_cases b <;>
      simp [sz, sPlus] <;> norm_num
  -- the coupling terms cancel, the Zeeman terms remain
  simp only [comm, hamiltonian, add_mul, mul_add, Finset.sum_mul, Finset.mul_sum,
    Matrix.smul_mul, Matrix.mul_smul, spinDot_comm_totalPlus]
  rw [add_sub_add_right_eq_sub, ← Finset.sum_sub_distrib]
  refine Finset.sum_congr rfl fun i _ => ?_
  rw [← smul_sub, comm_onSite_totalPlus, ez]
```

## The two means

The trace of a tensor product is the product of the traces. Since $\operatorname{tr}(I_-I_+)=1$, $\operatorname{tr}I_-=0$ and $\operatorname{tr}1=2$,

$$\operatorname{tr}(I_{i-}I_{j+})=\delta_{ij}\,2^{n-1}.$$

For real weights, expanding both sums gives

$$\operatorname{tr}\Big[\Big(\sum_i a_iI_{i+}\Big)^\dagger\sum_j b_jI_{j+}\Big]=2^{n-1}\sum_i a_ib_i .$$

In the proof, `hp` is the orthogonality relation.

```lean
/-- The trace product of two weighted sums of raising operators is the scalar product
of their weights times `2 ^ (n - 1)`. -/
theorem trace_weightedPlus (a b : Fin n → ℝ) :
    trace ((weightedPlus a)ᴴ * weightedPlus b)
      = ((∑ i, a i * b i : ℝ) : ℂ) * 2 ^ (n - 1) := by
  have ht (A : Fin n → Spin) : trace (tensor A) = ∏ k, trace (A k) := by
    simp only [Matrix.trace, Matrix.diag_apply, tensor, Matrix.of_apply]
    rw [Finset.prod_univ_sum, Fintype.piFinset_univ]
  have hs (i : Fin n) : (onSite i sPlus)ᴴ = onSite i sPlusᴴ := by
    ext s t
    change star (sPlus (t i) (s i) * ∏ k ∈ Finset.univ.erase i, (1 : Spin) (t k) (s k))
      = star (sPlus (t i) (s i)) * ∏ k ∈ Finset.univ.erase i, (1 : Spin) (s k) (t k)
    rw [star_mul', star_prod]
    refine congrArg (star (sPlus (t i) (s i)) * ·) (Finset.prod_congr rfl fun k _ => ?_)
    rw [← Matrix.conjTranspose_apply, Matrix.conjTranspose_one]
  have h1 : trace (sPlusᴴ * sPlus) = 1 := by
    simp [sPlus, Matrix.trace_fin_two, Matrix.mul_apply, Fin.sum_univ_two]
  have h0 : trace sPlusᴴ = 0 := by
    simp [sPlus, Matrix.trace_fin_two]
  -- raising operators of different spins are orthogonal
  have hp (i j : Fin n) : trace (onSite i sPlusᴴ * onSite j sPlus)
      = if i = j then (2 : ℂ) ^ (n - 1) else 0 := by
    by_cases hij : i = j
    · subst hij
      have hc : ∏ k ∈ Finset.univ.erase i,
          trace (if k = i then sPlusᴴ * sPlus else (1 : Spin))
          = ∏ k ∈ Finset.univ.erase i, (2 : ℂ) :=
        Finset.prod_congr rfl fun k hk => by simp [Finset.ne_of_mem_erase hk]
      rw [onSite_mul, onSite_eq_tensor, ht,
        ← Finset.mul_prod_erase Finset.univ _ (Finset.mem_univ i), hc, if_pos rfl, h1]
      simp
    · rw [if_neg hij, onSite_eq_tensor, onSite_eq_tensor, tensor_mul, ht]
      apply Finset.prod_eq_zero (Finset.mem_univ i)
      simp [hij, h0]
  simp only [weightedPlus, Matrix.conjTranspose_sum, Matrix.conjTranspose_smul, hs,
    Finset.sum_mul, Finset.mul_sum, Matrix.smul_mul, Matrix.mul_smul, Matrix.trace_sum,
    Matrix.trace_smul, hp, smul_eq_mul, mul_ite, mul_zero, Finset.sum_ite_eq,
    Finset.sum_ite_eq', Finset.mem_univ, if_true, Complex.ofReal_sum, Complex.ofReal_mul,
    Complex.star_def, Complex.conj_ofReal]
  refine Finset.sum_congr rfl fun i _ => ?_
  ring
```

Weights $(1,1)$, $(1,v)$ and $(v,v)$ give $\operatorname{tr}(F_-F_+)=n2^{n-1}$, $\operatorname{tr}(F_-C)=2^{n-1}\sum_iv_i$ and $\operatorname{tr}(C^\dagger C)=2^{n-1}\sum_iv_i^2$. For $n\ge1$ the first is nonzero, and division yields

$$\frac{\operatorname{tr}(F_-C)}{\operatorname{tr}(F_-F_+)}=\frac1n\sum_iv_i,\qquad \frac{\operatorname{tr}(C^\dagger C)}{\operatorname{tr}(F_-F_+)}=\frac1n\sum_iv_i^2 .$$

The theorem states the nonzero trace and both ratios for every `v` and `J`; `Fᴴ` is $F_-$. A simulated high-temperature spectrum of finitely many spins 1/2 of one isotope, all excited and detected equally, with isotropic couplings and neither relaxation nor added line broadening, can thus be checked against its input frequencies through these two means, whatever the couplings.

```lean
/-- For at least one spin, `F₋F₊` has nonzero trace, and the normalised traces of `F₋C` and
`C†C`, with `C = [H, F₊]`, are the means of the frequencies and of their squares. -/
theorem spectral_moments (hn : 1 ≤ n) (v : Fin n → ℝ) (J : Fin n → Fin n → ℝ) :
    let F := totalPlus n
    let C := comm (hamiltonian v J) F
    trace (Fᴴ * F) ≠ 0 ∧
    trace (Fᴴ * C) / trace (Fᴴ * F) = (((∑ i, v i) / n : ℝ) : ℂ) ∧
    trace (Cᴴ * C) / trace (Fᴴ * F) = (((∑ i, v i ^ 2) / n : ℝ) : ℂ) := by
  intro F C
  have hF : F = weightedPlus (fun _ => 1) := by simp [F, totalPlus, weightedPlus]
  have hC : C = weightedPlus v := comm_hamiltonian_totalPlus v J
  have hn0 : (n : ℂ) ≠ 0 := Nat.cast_ne_zero.mpr (by omega)
  have h2 : (2 : ℂ) ^ (n - 1) ≠ 0 := pow_ne_zero _ two_ne_zero
  have hFF : trace (Fᴴ * F) = (n : ℂ) * 2 ^ (n - 1) := by
    rw [hF, trace_weightedPlus]
    simp
  refine ⟨?_, ?_, ?_⟩
  · rw [hFF]
    exact mul_ne_zero hn0 h2
  · rw [hFF, hF, hC, trace_weightedPlus, mul_div_mul_right _ _ h2]
    simp
  · rw [hFF, hC, trace_weightedPlus, mul_div_mul_right _ _ h2]
    simp [pow_two]
```

## When all frequencies coincide

If every $v_i=\omega$, then $C=\omega F_+$: for $n\ge1$ the spectrum is a single line at $\omega$, however strong the couplings. Conversely, $C=\omega F_+$ means $\sum_i(v_i-\omega)I_{i+}=0$. Taking the squared Hilbert–Schmidt norm $\operatorname{tr}(A^\dagger A)$ of the left-hand side $A$ gives

$$2^{n-1}\sum_i(v_i-\omega)^2=0,$$

and a vanishing sum of real squares forces $v_i=\omega$ for each $i$.

```lean
/-- The commutator of the Hamiltonian with `F₊` is `ω F₊` exactly when every spin has
frequency `ω`. -/
theorem comm_eq_smul_iff (v : Fin n → ℝ) (J : Fin n → Fin n → ℝ) (ω : ℝ) :
    comm (hamiltonian v J) (totalPlus n) = (ω : ℂ) • totalPlus n ↔ ∀ i, v i = ω := by
  rw [comm_hamiltonian_totalPlus]
  constructor
  · intro h i
    have hW : weightedPlus (fun i => v i - ω) = 0 := by
      simp only [weightedPlus, Complex.ofReal_sub, sub_smul, Finset.sum_sub_distrib]
      rw [h, totalPlus, Finset.smul_sum, sub_self]
    -- the squared norm of the difference is a sum of squares
    have ht := (trace_weightedPlus (fun i => v i - ω) (fun i => v i - ω)).symm
    rw [hW, mul_zero, Matrix.trace_zero] at ht
    have h1 := (mul_eq_zero.mp ht).resolve_right (pow_ne_zero _ two_ne_zero)
    have h2 : ∑ i, (v i - ω) * (v i - ω) = 0 := Complex.ofReal_eq_zero.mp h1
    have h3 := (Finset.sum_eq_zero_iff_of_nonneg
      (fun i _ => mul_self_nonneg (v i - ω))).mp h2 i (Finset.mem_univ i)
    exact sub_eq_zero.mp (mul_self_eq_zero.mp h3)
  · intro h
    simp only [h, totalPlus, Finset.smul_sum]

end

end CoupledSpinMoments
```

```lean
#print axioms CoupledSpinMoments.trace_weightedPlus
-- 'CoupledSpinMoments.trace_weightedPlus' depends on axioms: [propext, Classical.choice, Quot.sound]
#print axioms CoupledSpinMoments.spectral_moments
-- 'CoupledSpinMoments.spectral_moments' depends on axioms: [propext, Classical.choice, Quot.sound]
#print axioms CoupledSpinMoments.comm_eq_smul_iff
-- 'CoupledSpinMoments.comm_eq_smul_iff' depends on axioms: [propext, Classical.choice, Quot.sound]
```
